# Time reversal of a charged particle's path in a constant magnetic field

Let x : ℝ → ℝ³ be a twice differentiable path that obeys

x″(t) = F(x(t)) + x′(t) × B

at all times, with B a constant vector and F a function of position only. Then the reversed path y(t) = x(−t) obeys the same equation with −B in place of B. It obeys the original equation if and only if x′(t) × B = 0 for all t.

Here F is the non-magnetic force per unit mass, and B is the magnetic field in SI units multiplied by charge over mass.

## Two sign changes and one that remains

By the chain rule, each differentiation of y brings out a factor −1:

y′(t) = −x′(−t)

y″(t) = x″(−t)

Insert the equation of motion at time −t, and replace x(−t) by y(t) and x′(−t) by −y′(t):

y″(t) = F(y(t)) + (−y′(t)) × B = F(y(t)) + y′(t) × (−B)

This is the equation with field −B. If y also solves the equation with B, the two expressions for y″(t) must agree, so

y′(t) × B = −y′(t) × B

and hence y′(t) × B = 0. Since y′(t) = −x′(−t) and t is arbitrary, x′ × B vanishes at all times. Conversely, if x′ × B = 0 always, then y′ × B = 0 always, and the two equations coincide along y.

The condition can also be read from positions. Because B is constant, x′ × B is the derivative of x × B. It vanishes at all times exactly when x × B is constant, that is, when (x(t) − x(0)) × B = 0 for all t. For B ≠ 0 the path then stays on a line parallel to B.

## A circular orbit at time zero

Take F = 0, B = (0, 0, 1) and x(t) = (cos t, −sin t, 0). At t = 0 the velocity is (0, −1, 0), and

(0, −1, 0) × (0, 0, 1) = (−1, 0, 0)

which equals x″(0). The reversed path has velocity (0, 1, 0) and the same acceleration (−1, 0, 0), but the field B would now give (1, 0, 0). The field −B gives the correct value.

For exact trajectories of one classical particle in a constant field, flipping the velocity while keeping both F and B therefore does not make the particle retrace its path, unless the magnetic force vanishes throughout. If B is flipped as well, the reversed path is again a solution.

## The equation of motion as a predicate

```lean
import Mathlib

open Matrix

namespace MagneticTimeReversal
```

Vectors are triples of real numbers, and `⨯₃` is the cross product.

```lean
/-- Position, velocity, force and magnetic field are vectors in three-dimensional space. -/
abbrev Vec := Fin 3 → ℝ

/-- The path `x` is twice differentiable and obeys `x'' = F(x) + x' × B` at all times. -/
def SolvesLorentz (F : Vec → Vec) (B : Vec) (x : ℝ → Vec) : Prop :=
  (∀ t, HasDerivAt x (deriv x t) t) ∧
    ∀ t, HasDerivAt (deriv x) (F (x t) + deriv x t ⨯₃ B) t
```

The first clause of `SolvesLorentz` says that x has a velocity at every time; it is needed because Lean's `deriv` returns 0 where no derivative exists. The second clause is the equation of motion. F may be any function, even a discontinuous one, but it depends on neither time nor velocity. Solutions are defined for all real times, and the general theorems do not assert that any exist.

```lean
/-- The time-reversed path `t ↦ x(-t)`. -/
def reverse (x : ℝ → Vec) : ℝ → Vec := fun t => x (-t)
```

## Reversal and the field −B

The chain rule gives the first sign change, and then the velocity of the reversed path.

```lean
/-- Reversing time changes the sign of a derivative. -/
theorem hasDerivAt_reverse {x : ℝ → Vec} {v : Vec} {t : ℝ}
    (h : HasDerivAt x v (-t)) : HasDerivAt (reverse x) (-v) t := by
  have h1 := HasDerivAt.scomp t h (hasDerivAt_neg t)
  rw [neg_one_smul] at h1
  exact h1

/-- For a solution of the equation of motion, the velocity of the reversed path is minus the
original velocity at the mirrored time. -/
theorem deriv_reverse {F : Vec → Vec} {B : Vec} {x : ℝ → Vec}
    (h : SolvesLorentz F B x) (t : ℝ) : deriv (reverse x) t = -deriv x (-t) :=
  (hasDerivAt_reverse (h.1 (-t))).deriv
```

The next lemma is the algebraic step: a vector equal to its own negative is zero, checked component by component.

```lean
/-- The magnetic force on a velocity `w` is the same in the fields `B` and `-B` exactly when
it vanishes. -/
theorem cross_eq_cross_neg_iff (w B : Vec) : w ⨯₃ B = w ⨯₃ (-B) ↔ w ⨯₃ B = 0 := by
  rw [map_neg]
  constructor
  · intro h
    ext i
    have hi := congrFun h i
    simp only [Pi.neg_apply] at hi
    simp only [Pi.zero_apply]
    linarith
  · intro h
    rw [h, neg_zero]
```

Differentiating the reversed velocity supplies the second sign change. The closing `simp` takes the minus signs of the velocity and of −B out of the cross product, where they cancel.

```lean
/-- The reversed path of a solution in the field `B` is a solution in the field `-B`. -/
theorem reverse_solves {F : Vec → Vec} {B : Vec} {x : ℝ → Vec}
    (h : SolvesLorentz F B x) : SolvesLorentz F (-B) (reverse x) := by
  have hd : deriv (reverse x) = fun t => -deriv x (-t) := funext (deriv_reverse h)
  refine ⟨fun t => ?_, fun t => ?_⟩
  · rw [hd]
    exact hasDerivAt_reverse (h.1 (-t))
  · rw [hd]
    -- two sign changes leave the acceleration unchanged
    have h2 := (hasDerivAt_reverse (h.2 (-t))).fun_neg
    refine h2.congr_deriv ?_
    simp [reverse, map_neg, LinearMap.neg_apply]
```

Reversing twice restores both the path and the field, so the implication is an equivalence.

```lean
/-- A path solves the equation in the field `B` if and only if its reversal solves the equation
in the field `-B`. -/
theorem reverse_solves_iff (F : Vec → Vec) (B : Vec) (x : ℝ → Vec) :
    SolvesLorentz F (-B) (reverse x) ↔ SolvesLorentz F B x := by
  refine ⟨fun h => ?_, reverse_solves⟩
  have h2 := reverse_solves h
  have e : reverse (reverse x) = x := by
    funext t
    simp [reverse]
  rwa [neg_neg, e] at h2
```

## Uniqueness of the derivative

The main theorem turns on `HasDerivAt.unique`: if one function has derivatives a and b at the same point, then a = b. Here the function is `deriv (reverse x)`, the velocity of y. The hypotheses `hB` and `hr` give its derivative at −t as the right-hand sides for B and −B. Equating them and cancelling F leaves the comparison of magnetic forces made above. The time −t is chosen so that the conclusion concerns x′(t).

```lean
/-- Time reversal in a constant magnetic field: the reversed path of a solution solves the
equation with `-B`, and it solves the equation with `B` if and only if `x' × B = 0` at all
times. -/
theorem time_reversal {F : Vec → Vec} {B : Vec} {x : ℝ → Vec}
    (h : SolvesLorentz F B x) :
    SolvesLorentz F (-B) (reverse x) ∧
      (SolvesLorentz F B (reverse x) ↔ ∀ t, deriv x t ⨯₃ B = 0) := by
  have hr := reverse_solves h
  refine ⟨hr, fun hB t => ?_, fun hv => ⟨hr.1, fun t => (hr.2 t).congr_deriv ?_⟩⟩
  · -- both equations prescribe the same acceleration, so the magnetic forces agree
    have e := add_left_cancel ((hB.2 (-t)).unique (hr.2 (-t)))
    have e0 := (cross_eq_cross_neg_iff _ _).1 e
    rw [deriv_reverse h, neg_neg, map_neg, LinearMap.neg_apply] at e0
    exact neg_eq_zero.1 e0
  · have hw : deriv (reverse x) t ⨯₃ B = 0 := by
      rw [deriv_reverse h, map_neg, LinearMap.neg_apply, hv, neg_zero]
    rw [(cross_eq_cross_neg_iff _ _).2 hw]
```

In the converse direction, `congr_deriv` replaces the acceleration for −B by the equal one for B.

## The condition on displacements

The statement `key` differentiates x × B by treating the cross product with B as a continuous linear map. One direction uses that a function with zero derivative is constant, the other that a constant function has zero derivative.

```lean
/-- The reversed path of a solution is a solution in the same field if and only if every
displacement from the position at time zero has vanishing cross product with `B`. -/
theorem reversible_iff_displacement {F : Vec → Vec} {B : Vec} {x : ℝ → Vec}
    (h : SolvesLorentz F B x) :
    SolvesLorentz F B (reverse x) ↔ ∀ t, (x t - x 0) ⨯₃ B = 0 := by
  rw [(time_reversal h).2]
  -- the cross product with a constant field commutes with the time derivative
  have key : ∀ t, HasDerivAt (fun s => x s ⨯₃ B) (deriv x t ⨯₃ B) t := fun t =>
    (LinearMap.toContinuousLinearMap
      ((crossProduct (R := ℝ)).flip B)).hasFDerivAt.comp_hasDerivAt t (h.1 t)
  constructor
  · intro hv t
    have hc := is_const_of_deriv_eq_zero (fun s => (key s).differentiableAt)
      (fun s => (key s).deriv.trans (hv s)) t 0
    rw [map_sub, LinearMap.sub_apply]
    exact sub_eq_zero.2 hc
  · intro hx t
    have hc : (fun s => x s ⨯₃ B) = fun _ => x 0 ⨯₃ B := by
      funext s
      have hs := hx s
      rw [map_sub, LinearMap.sub_apply] at hs
      exact sub_eq_zero.1 hs
    have hk := key t
    rw [hc] at hk
    exact hk.unique (hasDerivAt_const t _)
```

## The circular orbit in Lean

The path from the example is differentiated twice, component by component, and checked against the equation. If its reversal solved the equation in the same field, the main theorem would make the magnetic force vanish at t = 0, but its first component there is −1.

```lean
/-- Uniform motion on the unit circle in the plane perpendicular to the third axis. -/
noncomputable def cyclotron : ℝ → Vec := fun t => ![Real.cos t, -Real.sin t, 0]

/-- Without other forces, the circular path solves the equation in the unit field along the
third axis, and its reversal does not solve it in the same field. -/
theorem cyclotron_witness :
    SolvesLorentz (fun _ => 0) ![0, 0, 1] cyclotron ∧
      ¬ SolvesLorentz (fun _ => 0) ![0, 0, 1] (reverse cyclotron) := by
  have h1 : ∀ t, HasDerivAt cyclotron ![-Real.sin t, -Real.cos t, 0] t := by
    intro t
    rw [hasDerivAt_pi]
    intro i
    fin_cases i
    · exact Real.hasDerivAt_cos t
    · exact (Real.hasDerivAt_sin t).fun_neg
    · exact hasDerivAt_const t (0 : ℝ)
  have h2 : ∀ t, HasDerivAt (fun s => (![-Real.sin s, -Real.cos s, 0] : Vec))
      ![-Real.cos t, Real.sin t, 0] t := by
    intro t
    rw [hasDerivAt_pi]
    intro i
    fin_cases i
    · exact (Real.hasDerivAt_sin t).fun_neg
    · exact (Real.hasDerivAt_cos t).fun_neg.congr_deriv (neg_neg (Real.sin t))
    · exact hasDerivAt_const t (0 : ℝ)
  have hd : deriv cyclotron = fun t => ![-Real.sin t, -Real.cos t, 0] :=
    funext fun t => (h1 t).deriv
  have hs : SolvesLorentz (fun _ => 0) ![0, 0, 1] cyclotron := by
    refine ⟨fun t => ?_, fun t => ?_⟩
    · rw [hd]
      exact h1 t
    · rw [hd]
      refine (h2 t).congr_deriv ?_
      ext i
      fin_cases i <;> simp [cross_apply]
  refine ⟨hs, fun hr => ?_⟩
  -- at time zero the magnetic force is a non-zero centripetal force
  have h0 := congrFun ((time_reversal hs).2.1 hr 0) 0
  rw [hd] at h0
  simp [cross_apply] at h0

end MagneticTimeReversal
```

```lean
#print axioms MagneticTimeReversal.reverse_solves_iff
#print axioms MagneticTimeReversal.time_reversal
#print axioms MagneticTimeReversal.reversible_iff_displacement
```

```
'MagneticTimeReversal.reverse_solves_iff' depends on axioms: [propext, Classical.choice, Quot.sound]
'MagneticTimeReversal.time_reversal' depends on axioms: [propext, Classical.choice, Quot.sound]
'MagneticTimeReversal.reversible_iff_displacement' depends on axioms: [propext, Classical.choice, Quot.sound]
```
